# The potential of a uniformly charged dielectric layer with fixed face potentials is a parabola plus a straight line

When a charged slab in a periodic cell is neutralised by a uniform background, the background bends the potential in the region between the slab and its images. If the region is modelled as a one-dimensional layer of constant permittivity that holds no charge except the background, and the potentials at its two edges are given, the potential inside is known exactly. It is a parabola that vanishes at both edges, which is the bending due to the background, plus the straight line between the edge potentials; subtracting the parabola leaves the straight line. The potential is derived here, along with the minimum that a negative background produces inside the layer when the edge potentials do not differ too much, and the effect of the permittivity on the potential.

In Lean 4 with Mathlib:

```lean
import Mathlib

open Set Real

namespace ChargedDielectricLayer

noncomputable section
```

## Gauss's law in the layer

Let x be the position across a layer of width w > 0, with faces at x = −w/2 and x = w/2. The layer has constant permittivity eps > 0 and uniform charge density rho. The potential φ takes the value a at the left face and b at the right face. With the field E = −φ′, Gauss's law in Gaussian units reads

(eps E)′ = 4π rho, that is, eps φ″ = −4π rho.

The face potentials are given data: they stand for electrodes held at fixed potentials, or for values taken from the solution in the surrounding cell.

```lean
/-- The electrostatic problem of a layer `|x| ≤ w/2` with permittivity `eps` and uniform charge
density `rho`: the potential is continuous up to the faces, where it takes the values `a` and `b`,
and inside the displacement `eps * E` of the field `E = -φ'` obeys Gauss's law. -/
def IsLayerPotential (w eps rho a b : ℝ) (φ : ℝ → ℝ) : Prop :=
  ContinuousOn φ (Icc (-(w / 2)) (w / 2)) ∧
  (∃ E : ℝ → ℝ, ∀ x ∈ Ioo (-(w / 2)) (w / 2),
    HasDerivAt φ (-E x) x ∧ HasDerivAt (fun y => eps * E y) (4 * π * rho) x) ∧
  φ (-(w / 2)) = a ∧ φ (w / 2) = b
```

`IsLayerPotential w eps rho a b φ` says that φ solves this problem. The closed interval `Icc` is the layer with its faces and the open interval `Ioo` is its interior. `HasDerivAt` states that a derivative exists and has the given value, so the two conditions on `E` make φ twice differentiable inside. At the faces only continuity is required. A C² potential that obeys the equation and has the right face values therefore qualifies. Although φ is a function on the whole real line, its values beyond the faces are unrestricted.

## Integrating twice

Two integrations of φ″ = −4π rho/eps give

φ(x) = −2π rho x²/eps + C x + D,

with constants C and D. At the faces,

φ(±w/2) = −π rho w²/(2 eps) ± C w/2 + D.

Subtracting the two face conditions gives C = (b − a)/w, and adding them gives D = (a + b)/2 + π rho w²/(2 eps). Hence

φ(x) = (2π rho/eps)(w²/4 − x²) + (a + b)/2 + (b − a)x/w.

The first term is the response to the charge and vanishes at both faces. The other two interpolate linearly between the face potentials.

```lean
/-- The parabola of the uniform charge plus the linear profile set by the face potentials. -/
def layerProfile (w eps rho a b x : ℝ) : ℝ :=
  2 * π * rho / eps * (w ^ 2 / 4 - x ^ 2) + (a + b) / 2 + (b - a) * x / w
```

The definition only names the candidate, `layerProfile`. That it is the solution, and the only one, is shown next.

## No charge and zero face values mean no potential

Uniqueness rests on the mean value theorem. If f is continuous on [s, t], with s < t, and has zero slope inside, then for some interior point c

(f(t) − f(s))/(t − s) = f′(c) = 0,

so f(t) = f(s).

```lean
/-- A function that is continuous on an interval and has zero slope inside takes equal values
at the two ends. -/
lemma ends_eq_of_slope_zero {f : ℝ → ℝ} {s t : ℝ} (hst : s < t)
    (hc : ContinuousOn f (Icc s t)) (hd : ∀ x ∈ Ioo s t, HasDerivAt f 0 x) : f t = f s := by
  obtain ⟨c, _, h⟩ := exists_hasDerivAt_eq_slope f (fun _ => 0) hst hc hd
  have hne : t - s ≠ 0 := (sub_pos.2 hst).ne'
  have h' : (0 : ℝ) = (f t - f s) / (t - s) := h
  rw [eq_div_iff hne] at h'
  linarith
```

Now let g be continuous on [s, t], with g″ = 0 inside and g(s) = g(t) = 0. The previous statement, applied to g′ between any two interior points, shows that g′ is constant in the interior. The mean value theorem for g itself gives an interior c with

g′(c) = (g(t) − g(s))/(t − s) = 0,

so g′ vanishes throughout the interior. Applying the previous statement to g between s and any x in the layer gives g(x) = g(s) = 0.

```lean
/-- A charge-free potential in one dimension that vanishes at both ends of an interval
vanishes throughout it. -/
theorem chargeFree_eq_zero {g g' : ℝ → ℝ} {s t : ℝ} (hst : s < t)
    (hc : ContinuousOn g (Icc s t)) (hg : ∀ x ∈ Ioo s t, HasDerivAt g (g' x) x)
    (hg' : ∀ x ∈ Ioo s t, HasDerivAt g' 0 x) (hs : g s = 0) (ht : g t = 0) :
    ∀ x ∈ Icc s t, g x = 0 := by
  -- the slope is the same at any two interior points
  have hlt : ∀ x ∈ Ioo s t, ∀ y ∈ Ioo s t, x < y → g' y = g' x := by
    intro x hx y hy hxy
    apply ends_eq_of_slope_zero hxy
    · intro z hz
      exact (hg' z ⟨lt_of_lt_of_le hx.1 hz.1,
        lt_of_le_of_lt hz.2 hy.2⟩).continuousAt.continuousWithinAt
    · intro z hz
      exact hg' z ⟨hx.1.trans hz.1, hz.2.trans hy.2⟩
  -- and it vanishes somewhere, because the end values agree
  obtain ⟨c, hcm, hslope⟩ := exists_hasDerivAt_eq_slope g g' hst hc hg
  have hc0 : g' c = 0 := by rw [hslope, hs, ht]; simp
  have hzero : ∀ x ∈ Ioo s t, g' x = 0 := by
    intro x hx
    rcases lt_trichotomy x c with h | h | h
    · rw [← hlt x hx c hcm h, hc0]
    · rw [h, hc0]
    · rw [hlt c hcm x hx h, hc0]
  intro x hx
  rcases eq_or_lt_of_le hx.1 with h | h
  · rw [← h, hs]
  · rw [← hs]
    apply ends_eq_of_slope_zero h (hc.mono (Icc_subset_Icc le_rfl hx.2))
    intro z hz
    have hz' : z ∈ Ioo s t := ⟨hz.1, lt_of_lt_of_le hz.2 hx.2⟩
    have h1 := hg z hz'
    rwa [hzero z hz'] at h1
```

In the proof, `hlt` is the constancy of the slope and `hzero` its vanishing. The slope is compared only at interior points because nothing is assumed about it at the ends. The last block carries the value from the left end to x.

## The profile is the only solution

Write P for the explicit profile. Its slope is

P′(x) = −(4π rho x/eps − (b − a)/w).

```lean
/-- The slope of the explicit profile is linear in the position. -/
lemma hasDerivAt_layerProfile (w eps rho a b x : ℝ) :
    HasDerivAt (layerProfile w eps rho a b)
      (-(4 * π * rho / eps * x - (b - a) / w)) x := by
  have h2 : HasDerivAt (fun y : ℝ => y ^ 2) (2 * x) x := by
    simpa using hasDerivAt_pow 2 x
  have h := (((h2.const_sub (w ^ 2 / 4)).const_mul (2 * π * rho / eps)).add_const
    ((a + b) / 2)).fun_add (((hasDerivAt_id x).const_mul (b - a)).div_const w)
  exact h.congr_deriv (by ring)
```

The bracket is therefore the field E(x) = 4π rho x/eps − (b − a)/w, and eps E has derivative 4π rho, as Gauss's law demands. The face values are P(−w/2) = a and P(w/2) = b, so P is a solution.

Conversely, if φ is any solution, the difference g = φ − P satisfies

g″ = −4π rho/eps + 4π rho/eps = 0, g(−w/2) = g(w/2) = 0,

and so g = 0 on the layer.

```lean
/-- A function solves the electrostatic problem of the uniformly charged layer exactly when it
equals the explicit parabolic-plus-linear profile on the layer. -/
theorem isLayerPotential_iff {w eps : ℝ} (hw : 0 < w) (heps : 0 < eps) (rho a b : ℝ)
    (φ : ℝ → ℝ) :
    IsLayerPotential w eps rho a b φ ↔
      ∀ x ∈ Icc (-(w / 2)) (w / 2), φ x = layerProfile w eps rho a b x := by
  have hP := hasDerivAt_layerProfile w eps rho a b
  have hPc : Continuous (layerProfile w eps rho a b) :=
    continuous_iff_continuousAt.2 fun x => (hP x).continuousAt
  have hw0 : w ≠ 0 := hw.ne'
  have he0 : eps ≠ 0 := heps.ne'
  have hlr : -(w / 2) < w / 2 := by linarith
  have hwd : w / w = 1 := div_self hw0
  have hl : layerProfile w eps rho a b (-(w / 2)) = a := by
    unfold layerProfile
    linear_combination (-(b - a) / 2) * hwd
  have hr : layerProfile w eps rho a b (w / 2) = b := by
    unfold layerProfile
    linear_combination ((b - a) / 2) * hwd
  constructor
  · rintro ⟨hc, ⟨E, hE⟩, ha, hb⟩ x hx
    -- the difference from the profile is charge-free and vanishes at the faces
    have key := chargeFree_eq_zero (g := fun y => φ y - layerProfile w eps rho a b y)
      (g' := fun y => -E y - -(4 * π * rho / eps * y - (b - a) / w)) hlr
      (hc.sub hPc.continuousOn) (fun y hy => (hE y hy).1.fun_sub (hP y)) ?_
      (by simp only [ha, hl, sub_self]) (by simp only [hb, hr, sub_self]) x hx
    · exact sub_eq_zero.1 key
    · intro y hy
      have h1 : HasDerivAt (fun z => eps⁻¹ * (eps * E z)) (eps⁻¹ * (4 * π * rho)) y :=
        (hE y hy).2.const_mul _
      have h2 : (fun z => eps⁻¹ * (eps * E z)) = E := by
        funext z
        rw [← mul_assoc, inv_mul_cancel₀ he0, one_mul]
      rw [h2] at h1
      have h3 := h1.fun_neg.fun_sub
        (((hasDerivAt_id y).const_mul (4 * π * rho / eps)).sub_const ((b - a) / w)).fun_neg
      exact h3.congr_deriv (by ring)
  · intro h
    refine ⟨hPc.continuousOn.congr h,
      ⟨fun x => 4 * π * rho / eps * x - (b - a) / w, fun x hx => ⟨?_, ?_⟩⟩, ?_, ?_⟩
    · apply (hP x).congr_of_eventuallyEq
      filter_upwards [Icc_mem_nhds hx.1 hx.2] with y hy
      exact h y hy
    · have h1 := (((hasDerivAt_id x).const_mul (4 * π * rho / eps)).sub_const
        ((b - a) / w)).const_mul eps
      exact h1.congr_deriv (by field_simp)
    · rw [h _ ⟨le_rfl, hlr.le⟩, hl]
    · rw [h _ ⟨hlr.le, le_rfl⟩, hr]
```

The theorem is an equivalence: φ solves the problem exactly when it equals the profile at every point of the layer, faces included. It holds for either sign of rho, and for rho = 0. Taking φ to be the profile itself shows that a solution exists.

The facts `hl` and `hr` are the two face values. In the forward direction, `key` applies the charge-free result to the difference; the remaining goal recovers E′ = 4π rho/eps by multiplying Gauss's law by 1/eps. In the backward direction the field is supplied explicitly. There φ is known only on the layer, but every interior point has a neighbourhood inside the layer, so φ inherits the derivative of the profile.

## Where a negative charge puts the minimum

For rho < 0 the parabola opens upwards. Completing the square gives

P(x) = φ_min + (2π|rho|/eps)(x − x₀)²,

x₀ = eps(b − a)/(4π rho w),

φ_min = π rho w²/(2 eps) + (a + b)/2 + eps(b − a)²/(8π rho w²).

The point x₀ lies strictly inside the layer when |x₀| < w/2, which is the condition

eps|b − a| < 2π|rho|w².

Divided by eps w, this says that the field |b − a|/w due to the bias is weaker than the field 2π|rho|w/eps that the charge alone produces at a face. The minimum is displaced towards the face at the lower potential. It is a well for a positive test charge; for an electron, whose energy has the opposite sign, it is a barrier.

```lean
/-- For negative charge and a face-to-face bias below `2π|rho|w²/eps`, the potential has its
unique minimum strictly inside the layer, at the stated position and with the stated value. -/
theorem biased_minimum {w eps rho a b : ℝ} {φ : ℝ → ℝ} (hw : 0 < w) (heps : 0 < eps)
    (hrho : rho < 0) (hbias : eps * |b - a| < 2 * π * |rho| * w ^ 2)
    (hφ : IsLayerPotential w eps rho a b φ) :
    ∃ x₀ ∈ Ioo (-(w / 2)) (w / 2), x₀ = eps * (b - a) / (4 * π * rho * w) ∧
      φ x₀ = π * rho * w ^ 2 / (2 * eps) + (a + b) / 2
        + eps * (b - a) ^ 2 / (8 * π * rho * w ^ 2) ∧
      ∀ x ∈ Icc (-(w / 2)) (w / 2), x ≠ x₀ → φ x₀ < φ x := by
  have hsol := (isLayerPotential_iff hw heps rho a b φ).1 hφ
  have hpi := Real.pi_pos
  have hD : 4 * π * rho * w < 0 :=
    mul_neg_of_neg_of_pos (mul_neg_of_pos_of_neg (by positivity) hrho) hw
  have hr0 : rho ≠ 0 := hrho.ne
  obtain ⟨x₀, hx₀⟩ : ∃ x₀, x₀ = eps * (b - a) / (4 * π * rho * w) := ⟨_, rfl⟩
  have hxD : x₀ * (4 * π * rho * w) = eps * (b - a) := by
    rw [hx₀, div_mul_cancel₀ _ hD.ne]
  rw [abs_of_neg hrho] at hbias
  have h1 := mul_le_mul_of_nonneg_left (le_abs_self (b - a)) heps.le
  have h2 := mul_le_mul_of_nonneg_left (neg_abs_le (b - a)) heps.le
  have hmem : x₀ ∈ Ioo (-(w / 2)) (w / 2) := by
    constructor
    · by_contra hn
      have h3 := mul_le_mul_of_nonpos_right (not_lt.1 hn) hD.le
      nlinarith
    · by_contra hn
      have h3 := mul_le_mul_of_nonpos_right (not_lt.1 hn) hD.le
      nlinarith
  -- complete the square around the minimum
  have hsq : ∀ x, layerProfile w eps rho a b x = π * rho * w ^ 2 / (2 * eps) + (a + b) / 2
      + eps * (b - a) ^ 2 / (8 * π * rho * w ^ 2) + 2 * π * (-rho) / eps * (x - x₀) ^ 2 := by
    intro x
    rw [hx₀]
    unfold layerProfile
    field_simp
    ring
  have hval := hsol x₀ ⟨hmem.1.le, hmem.2.le⟩
  rw [hsq x₀, sub_self] at hval
  refine ⟨x₀, hmem, hx₀, by rw [hval]; ring, fun x hx hne => ?_⟩
  have hpos : 0 < 2 * π * (-rho) / eps * (x - x₀) ^ 2 :=
    mul_pos (div_pos (mul_pos (by positivity) (neg_pos.2 hrho)) heps)
      (sq_pos_of_ne_zero (sub_ne_zero.2 hne))
  rw [hval, hsol x hx, hsq x]
  linarith
```

The conclusion supplies the point `x₀`, its formula, the potential there, and a strict inequality at every other point of the closed layer, which makes the minimum unique. In the proof, `hmem` places `x₀` inside by showing that a position at or beyond either face would contradict the bias condition. `hsq` is the completed square, and the positive quadratic term `hpos` gives the strict inequality.

With both faces at zero potential, a = b = 0, the bias condition reduces to 0 < 2π|rho|w² and holds automatically. The formulas become

x₀ = 0, φ(0) = π rho w²/(2 eps).

```lean
/-- With both faces at zero potential and negative charge, the potential has its unique minimum
`π rho w² / (2 eps)` at the centre of the layer. -/
theorem grounded_minimum {w eps rho : ℝ} {φ : ℝ → ℝ} (hw : 0 < w) (heps : 0 < eps)
    (hrho : rho < 0) (hφ : IsLayerPotential w eps rho 0 0 φ) :
    φ 0 = π * rho * w ^ 2 / (2 * eps) ∧
      ∀ x ∈ Icc (-(w / 2)) (w / 2), x ≠ 0 → φ 0 < φ x := by
  have hb : eps * |(0 : ℝ) - 0| < 2 * π * |rho| * w ^ 2 := by
    have h1 : 0 < |rho| := abs_pos.2 hrho.ne
    have h2 : 0 < 2 * π * |rho| * w ^ 2 := by positivity
    simpa using h2
  obtain ⟨x₀, _, hx₀, hval, hmin⟩ := biased_minimum hw heps hrho hb hφ
  have h0 : x₀ = 0 := by simpa using hx₀
  subst h0
  exact ⟨by simpa using hval, hmin⟩
```

This is the biased result with both face values set to zero. The depth below the faces is π|rho|w²/(2 eps): at fixed charge density it grows with the square of the width.

## For a negative charge, a smaller permittivity lowers the potential

Take two layers with the same w, rho, a and b, but with permittivities eps₁ < eps₂. The terms set by the face potentials cancel in the difference of the two solutions φ₁ and φ₂:

φ₂(x) − φ₁(x) = 2π(−rho)(w/2 − x)(x + w/2)(1/eps₁ − 1/eps₂).

For rho < 0 and x strictly between the faces, every factor is positive, so φ₁(x) < φ₂(x). At the faces the two potentials agree. With grounded faces, the value at x = 0 shows that the layer with the smaller permittivity has the deeper minimum.

```lean
/-- For the same negative charge and face potentials, the layer with the smaller permittivity has
the strictly lower potential at every interior point. -/
theorem lower_of_smaller_permittivity {w eps₁ eps₂ rho a b : ℝ} {φ₁ φ₂ : ℝ → ℝ}
    (hw : 0 < w) (h₁ : 0 < eps₁) (h₁₂ : eps₁ < eps₂) (hrho : rho < 0)
    (hφ₁ : IsLayerPotential w eps₁ rho a b φ₁) (hφ₂ : IsLayerPotential w eps₂ rho a b φ₂) :
    ∀ x ∈ Ioo (-(w / 2)) (w / 2), φ₁ x < φ₂ x := by
  intro x hx
  have hx' : x ∈ Icc (-(w / 2)) (w / 2) := ⟨hx.1.le, hx.2.le⟩
  rw [(isLayerPotential_iff hw h₁ rho a b φ₁).1 hφ₁ x hx',
    (isLayerPotential_iff hw (h₁.trans h₁₂) rho a b φ₂).1 hφ₂ x hx']
  have hq : 0 < (w / 2 - x) * (x + w / 2) :=
    mul_pos (by linarith [hx.2]) (by linarith [hx.1])
  have hinv := sub_pos.2 (one_div_lt_one_div_of_lt h₁ h₁₂)
  have hc : 0 < 2 * π * (-rho) := mul_pos (by positivity) (neg_pos.2 hrho)
  have hpos := mul_pos (mul_pos hc hq) hinv
  have hdiff : layerProfile w eps₂ rho a b x - layerProfile w eps₁ rho a b x
      = 2 * π * (-rho) * ((w / 2 - x) * (x + w / 2)) * (1 / eps₁ - 1 / eps₂) := by
    unfold layerProfile
    ring
  linarith

end

end ChargedDielectricLayer
```

The proof replaces both potentials by their profiles. `hdiff` is the factorised difference, and `hpos` collects the signs of its factors. No bias condition is needed, because the comparison is made point by point and not between minima.

The charge density and the face potentials are held fixed in this comparison. In an electrolyte, mobile ions would rearrange with the potential and rho would vary across the layer; such a response is absent from the model, as are a permittivity that varies in space and electron density reaching in from the slab.

```lean
#print axioms ChargedDielectricLayer.isLayerPotential_iff
#print axioms ChargedDielectricLayer.grounded_minimum
#print axioms ChargedDielectricLayer.lower_of_smaller_permittivity
```

```
'ChargedDielectricLayer.isLayerPotential_iff' depends on axioms: [propext, Classical.choice, Quot.sound]
'ChargedDielectricLayer.grounded_minimum' depends on axioms: [propext, Classical.choice, Quot.sound]
'ChargedDielectricLayer.lower_of_smaller_permittivity' depends on axioms: [propext, Classical.choice, Quot.sound]
```
